# Conservation of angular momentum and the Runge–Lenz vector from the algebra of x, p and 1/r

A nonrelativistic electron at position $x$, with momentum $p$ and distance $r=|x|$ from a fixed point nucleus of charge number $Z$, has the Hamiltonian $H = p^2/2 - Z/r$, in atomic units, where $\hbar$, the electron mass and $e^2/4\pi\varepsilon_0$ are 1. Two vectors are conserved: $L = x\times p$ and the Runge–Lenz vector $A = \tfrac12(p\times L - L\times p) - Z\,x/r$. Below, both facts are derived from commutation relations and the identity $r^2(1/r)^2=1$, with a symbol $u$ in the place of $1/r$.

## Operators and relations

In Lean 4 with Mathlib:

```lean
import Mathlib

open Complex

namespace HydrogenRungeLenz

noncomputable section

variable {R : Type*} [Ring R] [Algebra ℂ R]
```

The observables are elements of `R`, an arbitrary complex algebra whose product need not commute. No Hilbert space is chosen.

```lean
/-- The scalar product of two vector operators, in the given operator order. -/
def dot (a b : Fin 3 → R) : R := ∑ j, a j * b j
```

A vector operator is a function from `Fin 3`, the indices 0, 1, 2, to `R`. This is $a\cdot b=\sum_j a_jb_j$, with the factors kept in order.

```lean
/-- The cross product of two vector operators, in the given operator order; indices are cyclic. -/
def cross (a b : Fin 3 → R) (i : Fin 3) : R :=
  a (i + 1) * b (i + 2) - a (i + 2) * b (i + 1)
```

Index addition is modulo 3, so this is the usual $(a\times b)_i = a_{i+1}b_{i+2}-a_{i+2}b_{i+1}$.

```lean
/-- Canonical positions `x` and momenta `p` (with `ħ = 1`), together with an element `u` that shares
with the inverse distance `1/r` the three properties `ux`, `pu` and `uu`. -/
structure CoulombRelations (x p : Fin 3 → R) (u : R) : Prop where
  xx : ∀ i j, Commute (x i) (x j)
  pp : ∀ i j, Commute (p i) (p j)
  xp : ∀ i j, x i * p j - p j * x i = if i = j then I • (1 : R) else 0
  ux : ∀ i, Commute u (x i)
  pu : ∀ i, p i * u - u * p i = I • (x i * u ^ 3)
  uu : dot x x * u ^ 2 = 1
```

A proof of `CoulombRelations x p u` supplies six facts. The $x_i$ commute with each other, as do the $p_i$, and $[x_i,p_j]=i\delta_{ij}$. The other three state properties of $1/r$, which $-1/r$ shares: $1/r$ commutes with positions, its gradient gives $[p_i,u]=i\,x_iu^3$, and $r^2(1/r)^2=1$ becomes $(x\cdot x)u^2=1$. The symbol `•` is multiplication by a scalar, and `I` is the imaginary unit.

```lean
-- The usual instance, smooth functions away from the origin with `p = -i∇`, is not built here.

/-- The Hamiltonian `p²/2 - Z u` of an electron in a Coulomb field of strength `Z`. -/
def hamiltonian (Z : ℂ) (p : Fin 3 → R) (u : R) : R := (1 / 2 : ℂ) • dot p p - Z • u
```

This is $H=\tfrac12p^2-Zu$. The coupling $Z$ may be any complex number; hydrogen has $Z=1$. The relations hold for $p=-i\nabla$ and $u=1/r$ on smooth functions away from the origin. Passing from there to the self-adjoint Hamiltonian on $L^2(\mathbb R^3)$ requires control of operator domains and of the singularity at $r=0$, which the relations do not supply.

```lean
/-- The Runge-Lenz vector `(p × L - L × p)/2 - Z x u` with `L = x × p`. -/
def rungeLenz (Z : ℂ) (x p : Fin 3 → R) (u : R) (i : Fin 3) : R :=
  (1 / 2 : ℂ) • (cross p (cross x p) i - cross (cross x p) p i) - Z • (x i * u)
```

This is $A_i$ as defined above. Some textbooks use the opposite sign or divide by $Z$.

## Commutators with the kinetic energy

```lean
namespace CoulombRelations

variable {x p : Fin 3 → R} {u : R}

/-- Moving a momentum to the right past a position costs a term `i` when the indices agree. -/
theorem px_mul (hc : CoulombRelations x p u) (i j : Fin 3) (y : R) :
    p j * (x i * y) = x i * (p j * y) - if i = j then I • y else 0 := by
  have h : p j * x i = x i * p j - (if i = j then I • (1 : R) else 0) := by
    rw [← hc.xp i j, sub_sub_cancel]
  rw [← mul_assoc, h, sub_mul, mul_assoc]
  split_ifs <;> simp
```

From here on, `hc` denotes the assumed relations. The lemma says $p_jx_iy=x_ip_jy-i\delta_{ij}y$ for any operator $y$, which is the canonical commutator in a form suited to reordering products.

```lean
/-- The square of the momentum commutes with each momentum component. -/
theorem kinetic_momentum (hc : CoulombRelations x p u) (i : Fin 3) :
    dot p p * p i = p i * dot p p := by
  simp only [dot, Finset.sum_mul, Finset.mul_sum]
  exact Finset.sum_congr rfl fun j _ => ((hc.pp j i).mul_left (hc.pp j i)).eq
```

Since $p_j^2p_i=p_ip_j^2$ for each $j$, summing gives $[p^2,p_i]=0$.

```lean
/-- The commutator of `p²` with a position is `-2i` times the momentum. -/
theorem kinetic_position (hc : CoulombRelations x p u) (i : Fin 3) :
    dot p p * x i = x i * dot p p - (2 * I) • p i := by
  have h : ∀ j, p j * p j * x i
      = x i * (p j * p j) - if i = j then (2 * I) • p j else 0 := by
    intro j
    have e : p j * x i = x i * p j - if i = j then I • (1 : R) else 0 := by
      simpa only [mul_one] using hc.px_mul i j 1
    rw [mul_assoc, e, mul_sub, hc.px_mul i j]
    split_ifs <;> simp only [mul_smul_comm, mul_one, mul_zero] <;> module
  rw [dot, Finset.sum_mul, Finset.sum_congr rfl (fun j _ => h j), Finset.sum_sub_distrib,
    ← Finset.mul_sum]
  simp only [Finset.sum_ite_eq, Finset.mem_univ, if_true]
```

Moving $x_i$ left past two momenta gives $p_j^2x_i=x_ip_j^2-2i\delta_{ij}p_j$. The sum over $j$ is $[p^2,x_i]=-2ip_i$.

## The Coulomb field and its potential

```lean
/-- The Coulomb field `x u³` is free of divergence: `p · (x u³) = (x u³) · p`. -/
theorem field_divergence (hc : CoulombRelations x p u) :
    ∑ j, p j * (x j * u ^ 3) = ∑ j, x j * u ^ 3 * p j := by
  have h : ∀ j, p j * (x j * u ^ 3)
      = x j * u ^ 3 * p j + (3 * I) • (x j * x j * u ^ 5) - I • u ^ 3 := by
    intro j
    -- the product rule for the commutator of `p` with `u³`
    have e : p j * u ^ 3 - u ^ 3 * p j = (p j * u - u * p j) * u ^ 2
        + u * (p j * u - u * p j) * u + u ^ 2 * (p j * u - u * p j) := by noncomm_ring
    have a0 : x j * u ^ 3 * u ^ 2 = x j * u ^ 5 := by noncomm_ring
    have a1 : u * (x j * u ^ 3) * u = x j * u ^ 5 := by
      rw [← mul_assoc, (hc.ux j).eq]; noncomm_ring
    have a2 : u ^ 2 * (x j * u ^ 3) = x j * u ^ 5 := by
      rw [← mul_assoc, ((hc.ux j).pow_left 2).eq]; noncomm_ring
    rw [hc.pu j] at e
    simp only [smul_mul_assoc, mul_smul_comm, a0, a1, a2] at e
    rw [hc.px_mul j j, if_pos (rfl : j = j)]
    linear_combination (norm := (simp only [mul_add, mul_sub, mul_assoc, mul_smul_comm]; module))
      x j * e
  have r : (∑ j, x j * x j) * u ^ 5 = u ^ 3 := by
    have h2 := hc.uu
    unfold dot at h2
    rw [show u ^ 5 = u ^ 2 * u ^ 3 from pow_add u 2 3, ← mul_assoc, h2, one_mul]
  rw [Finset.sum_congr rfl (fun j _ => h j), Finset.sum_sub_distrib, Finset.sum_add_distrib,
    ← Finset.smul_sum, ← Finset.sum_mul, r]
  simp only [Finset.sum_const, Finset.card_univ, Fintype.card_fin]
  module
```

The product rule gives
$$[p_j,u^3]=[p_j,u]u^2+u[p_j,u]u+u^2[p_j,u]=3i\,x_ju^5,$$
which is `e` in the code. Hence
$$p_jx_ju^3=x_jp_ju^3-iu^3=x_ju^3p_j+3i\,x_j^2u^5-iu^3.$$
On summing, $(x\cdot x)u^5=u^3$ (the step `r`) makes the last two terms $3iu^3-3iu^3=0$. This is $\nabla\cdot(x/r^3)=0$ away from the origin.

The tactic `linear_combination` proves an equation by exhibiting it as a combination of known ones. The products are expanded without reordering, and `module` compares coefficients.

```lean
/-- The commutator of `p²` with the Coulomb potential `u` is `2i (x u³) · p`. -/
theorem kinetic_coulomb (hc : CoulombRelations x p u) :
    dot p p * u = u * dot p p + (2 * I) • ∑ j, x j * u ^ 3 * p j := by
  have h : ∀ j, p j * p j * u = u * (p j * p j) + I • (x j * u ^ 3 * p j)
      + I • (p j * (x j * u ^ 3)) := by
    intro j
    linear_combination (norm :=
      (simp only [mul_sub, sub_mul, mul_assoc, smul_mul_assoc, mul_smul_comm]; module))
      p j * hc.pu j + hc.pu j * p j
  rw [dot, Finset.sum_mul, Finset.sum_congr rfl (fun j _ => h j), Finset.sum_add_distrib,
    Finset.sum_add_distrib, ← Finset.smul_sum, ← Finset.smul_sum, hc.field_divergence,
    ← Finset.mul_sum]
  module
```

Write $G=\sum_jx_ju^3p_j$. Applying $[p_j,u]$ twice,
$$p_j^2u=up_j^2+i\,x_ju^3p_j+i\,p_jx_ju^3.$$
By the previous result the last two terms have equal sums, so $[p^2,u]=2iG$.

```lean
/-- The Coulomb potential scales as an inverse length: `[x · p, u] = i u`. -/
theorem dilation_coulomb (hc : CoulombRelations x p u) :
    dot x p * u = u * dot x p + I • u := by
  have h : ∀ j, x j * p j * u = u * (x j * p j) + I • (x j * x j * u ^ 3) := by
    intro j
    linear_combination (norm := (simp only [mul_sub, mul_assoc, mul_smul_comm]; module))
      x j * hc.pu j - (hc.ux j).eq * p j
  have r : (∑ j, x j * x j) * u ^ 3 = u := by
    have h2 := hc.uu
    unfold dot at h2
    rw [pow_succ u 2, ← mul_assoc, h2, one_mul]
  rw [dot, Finset.sum_mul, Finset.sum_congr rfl (fun j _ => h j), Finset.sum_add_distrib,
    ← Finset.smul_sum, ← Finset.mul_sum, ← Finset.sum_mul, r]
```

Here $x_jp_ju=ux_jp_j+i\,x_j^2u^3$, and $(x\cdot x)u^3=u$. Therefore $[x\cdot p,u]=iu$: the potential scales as an inverse length.

## The two conserved vectors

```lean
/-- The Runge-Lenz vector with positions to the left of momenta:
`A = x p² - (x · p) p + i p - Z x u`. -/
theorem rungeLenz_eq (hc : CoulombRelations x p u) (Z : ℂ) (i : Fin 3) :
    rungeLenz Z x p u i = x i * dot p p - dot x p * p i + I • p i - Z • (x i * u) := by
  have s : ∀ f : Fin 3 → R, ∑ j, f j = f i + f (i + 1) + f (i + 2) := by
    intro f
    rw [Fin.sum_univ_three]
    obtain rfl | rfl | rfl := (by decide : ∀ i : Fin 3, i = 0 ∨ i = 1 ∨ i = 2) i
    · rfl
    · change _ = f 1 + f 2 + f 0
      abel
    · change _ = f 2 + f 0 + f 1
      abel
  obtain ⟨i1, i2, i3, i4, n1, n2⟩ := (by decide : ∀ i : Fin 3, i + 1 + 1 = i + 2 ∧
    i + 1 + 2 = i ∧ i + 2 + 1 = i ∧ i + 2 + 2 = i + 1 ∧ i ≠ i + 1 ∧ i ≠ i + 2) i
  have q1 := hc.px_mul i (i + 1) (p (i + 1))
  have q2 := hc.px_mul i (i + 2) (p (i + 2))
  have q3 := hc.px_mul (i + 1) (i + 1) (p i)
  have q4 := hc.px_mul (i + 2) (i + 2) (p i)
  rw [if_neg n1] at q1
  rw [if_neg n2] at q2
  rw [if_pos rfl] at q3 q4
  simp only [rungeLenz, cross, dot, s, i1, i2, i3, i4]
  linear_combination (norm := (simp only [mul_add, mul_sub, add_mul, sub_mul, mul_assoc]; module))
    (1 / 2 : ℂ) • (q1 + q2 - q3 - q4 - x (i + 1) * (hc.pp i (i + 1)).eq
      - x (i + 2) * (hc.pp i (i + 2)).eq)
```

Inserting $L_{i+2}=x_ip_{i+1}-x_{i+1}p_i$ and $L_{i+1}=x_{i+2}p_i-x_ip_{i+2}$, and moving positions to the left, gives
$$(p\times L)_i=x_ip^2-(x\cdot p)p_i+2ip_i,\qquad (L\times p)_i=-x_ip^2+(x\cdot p)p_i.$$
The $x_ip_i^2$ terms needed to complete $p^2$ and $x\cdot p$ cancel. Half the difference yields
$$A_i=x_ip^2-(x\cdot p)p_i+ip_i-Z\,x_iu.$$
In the code, `s` writes sums in cyclic order and `q1` to `q4` are the four reorderings.

```lean
/-- The angular momentum `L = x × p` is conserved in the Coulomb field. -/
theorem hamiltonian_commute_angularMomentum (hc : CoulombRelations x p u) (Z : ℂ) (i : Fin 3) :
    Commute (hamiltonian Z p u) (cross x p i) := by
  rw [commute_iff_eq, hamiltonian, cross]
  generalize i + 1 = b
  generalize i + 2 = c
  linear_combination (norm :=
    (simp only [mul_sub, sub_mul, mul_assoc, smul_mul_assoc, mul_smul_comm]; module))
    (1 / 2 : ℂ) • (hc.kinetic_position b * p c + x b * hc.kinetic_momentum c
      - hc.kinetic_position c * p b - x c * hc.kinetic_momentum b
      - (2 * I) • (hc.pp b c).eq)
    - Z • ((hc.ux b).eq * p c - x b * hc.pu c - (hc.ux c).eq * p b + x c * hc.pu b
      - I • ((hc.xx b c).eq * u ^ 3))
```

`Commute a b` means $ab=ba$. With $b=i+1$ and $c=i+2$, $L_i=x_bp_c-x_cp_b$, so
$$[p^2,L_i]=-2i(p_bp_c-p_cp_b)=0,$$
$$[u,L_i]=-i(x_bx_c-x_cx_b)u^3=0.$$
The two groups in the final combination, with factors $\tfrac12$ and $-Z$, are these two lines.

```lean
/-- The Runge-Lenz vector is conserved in the Coulomb field. -/
theorem hamiltonian_commute_rungeLenz (hc : CoulombRelations x p u) (Z : ℂ) (i : Fin 3) :
    Commute (hamiltonian Z p u) (rungeLenz Z x p u i) := by
  have F1 := hc.kinetic_position i
  have F3 := hc.kinetic_momentum i
  have F4 := hc.kinetic_coulomb
  -- scaling of the kinetic energy
  have F2 : dot p p * dot x p = dot x p * dot p p - (2 * I) • dot p p := by
    have h : ∀ j, dot p p * (x j * p j) = x j * p j * dot p p - (2 * I) • (p j * p j) := by
      intro j
      linear_combination (norm := (simp only [sub_mul, mul_assoc, smul_mul_assoc]; module))
        hc.kinetic_position j * p j + x j * hc.kinetic_momentum j
    rw [show dot x p = ∑ j, x j * p j from rfl, Finset.mul_sum,
      Finset.sum_congr rfl (fun j _ => h j), Finset.sum_sub_distrib, ← Finset.sum_mul,
      ← Finset.smul_sum]
    rfl
  -- scaling of the Coulomb field
  have F8 : dot x p * (x i * u ^ 3)
      = x i * ∑ j, x j * u ^ 3 * p j + (2 * I) • (x i * u ^ 3) := by
    have h : ∀ j, x j * p j * (x i * u ^ 3) = x i * (p j * (x j * u ^ 3))
        + I • (x i * u ^ 3) - if i = j then I • (x j * u ^ 3) else 0 := by
      intro j
      rw [mul_assoc, hc.px_mul i j, hc.px_mul j j, if_pos (rfl : j = j)]
      split_ifs <;> linear_combination (norm :=
        (simp only [mul_sub, mul_assoc, mul_smul_comm, mul_zero]; module))
        (hc.xx j i).eq * (p j * u ^ 3)
    rw [dot, Finset.sum_mul, Finset.sum_congr rfl (fun j _ => h j), Finset.sum_sub_distrib,
      Finset.sum_add_distrib, ← Finset.mul_sum, hc.field_divergence]
    simp only [Finset.sum_const, Finset.card_univ, Fintype.card_fin, Finset.sum_ite_eq,
      Finset.mem_univ, if_true]
    module
  rw [commute_iff_eq, hc.rungeLenz_eq, hamiltonian]
  -- the parts of order 0, 1 and 2 in `Z` vanish separately
  linear_combination (norm :=
    (simp only [mul_add, mul_sub, add_mul, sub_mul, mul_assoc, smul_mul_assoc, mul_smul_comm]; module))
    (1 / 2 : ℂ) • (F1 * dot p p - F2 * p i - dot x p * F3 + (3 * I) • F3)
    - Z • ((hc.ux i).eq * dot p p - (1 / 2 : ℂ) • (x i * F4) + dot x p * hc.pu i
      + hc.dilation_coulomb * p i - (2 * I) • hc.pu i + (1 / 2 : ℂ) • (F1 * u) + I • F8)
    + (Z ^ 2) • ((hc.ux i).eq * u)
```

Let $D=x\cdot p$ and $K_i=x_ip^2-Dp_i+ip_i$, so that $A_i=K_i-Zx_iu$. Then
$$[H,A_i]=\tfrac12[p^2,K_i]-Z\big([u,K_i]+\tfrac12[p^2,x_iu]\big)+Z^2[u,x_iu].$$

**Order 0.** From $[p^2,x_jp_j]=-2ip_j^2$ follows $[p^2,D]=-2ip^2$ (`F2`), so $[p^2,K_i]=-2ip_ip^2+2ip^2p_i=0$.

**Order 1.** Reordering gives
$$x_jp_jx_iu^3=x_ip_jx_ju^3+i\,x_iu^3-i\delta_{ij}x_ju^3,$$
and the sum is $Dx_iu^3=x_iG+2i\,x_iu^3$ (`F8`). Consequently
$$\begin{aligned}[u,K_i]&=-2i\,x_iG+iup_i+iDx_iu^3+x_iu^3\\&=-i\,x_iG+iup_i-x_iu^3,\\ \tfrac12[p^2,x_iu]&=-ip_iu+i\,x_iG\\&=-iup_i+x_iu^3+i\,x_iG,\end{aligned}$$
which add to zero.

**Order 2.** $[u,x_iu]=0$, because $u$ commutes with $x_i$.

The final `linear_combination` has one group of terms for each order.

At $Z=0$ the electron is free and only the part of order 0 remains. There $A=\tfrac12(p\times L-L\times p)$ is conserved simply because $p$ and $L$ both commute with $p^2$.

## States of equal energy

```lean
/-- In any representation, the Runge-Lenz vector maps a solution of `H v = E v`
to a solution with the same energy. -/
theorem rungeLenz_preserves_energy (hc : CoulombRelations x p u) {M : Type*} [AddCommGroup M]
    [Module ℂ M] [Module R M] [IsScalarTower ℂ R M] (Z E : ℂ) (v : M)
    (hv : hamiltonian Z p u • v = E • v) (i : Fin 3) :
    hamiltonian Z p u • (rungeLenz Z x p u i • v) = E • (rungeLenz Z x p u i • v) := by
  rw [← mul_smul, (hc.hamiltonian_commute_rungeLenz Z i).eq, mul_smul, hv, smul_comm]

end CoulombRelations

end

end HydrogenRungeLenz
```

`M` is any complex vector space on which the algebra acts linearly, for instance the smooth functions away from the origin, and `•` between an operator and `v` is that action. If $Hv=Ev$, then $H(A_iv)=A_iHv=E(A_iv)$. The vector $A_iv$ may be zero, as it is for the hydrogen ground state. Whether $v$ and $A_iv$ are normalisable is not part of the theorem.

For a single nonrelativistic electron without spin coupling, this symmetry connects states of different angular momentum in the same shell, such as $2s$ and $2p$. The full degeneracy can be counted algebraically with the help of the commutators of the $A_i$ among themselves, which are not derived here.

```lean
#print axioms HydrogenRungeLenz.CoulombRelations.hamiltonian_commute_angularMomentum
#print axioms HydrogenRungeLenz.CoulombRelations.hamiltonian_commute_rungeLenz
#print axioms HydrogenRungeLenz.CoulombRelations.rungeLenz_preserves_energy
```

```
'HydrogenRungeLenz.CoulombRelations.hamiltonian_commute_angularMomentum' depends on axioms: [propext, Classical.choice, Quot.sound]
'HydrogenRungeLenz.CoulombRelations.hamiltonian_commute_rungeLenz' depends on axioms: [propext, Classical.choice, Quot.sound]
'HydrogenRungeLenz.CoulombRelations.rungeLenz_preserves_energy' depends on axioms: [propext, Classical.choice, Quot.sound]
```
